# Hubbard-I with a wide-band lead: a partly filled level peaks exactly at \(e\) and \(e+U\)

To read a level energy \(e\) and a charging energy \(U\) off a calculated quantum-dot spectrum, one takes the lower maximum as \(e\) and the distance between the two maxima as \(U\). For the Hubbard-I Green function of one level coupled to a wide-band lead, this reading is exact whenever \(U>0\), the lead broadening \(\Gamma\) is positive, and the mean occupation \(n\) of the opposite spin lies strictly between 0 and 1.

```lean
import Mathlib

namespace CoulombBlockadePeaks

noncomputable section

/-- The numerator `N = w - e - U(1-n)` of the Hubbard-I Green function. -/
def num (U e n w : ℝ) : ℝ := w - e - U * (1 - n)

/-- The polynomial `D = (w-e)(w-e-U)`, which vanishes at `w = e` and `w = e + U`. -/
def poles (U e w : ℝ) : ℝ := (w - e) * (w - e - U)

/-- The Green function of the isolated level with mean opposite-spin occupation `n`,
defined for `w` different from `e` and `e + U`. -/
def atomicGreen (U e n w : ℝ) : ℝ := (1 - n) / (w - e) + n / (w - e - U)

/-- The Hubbard-I Green function `N / (D + i(Γ/2)N)` of the level coupled to a wide-band lead,
defined where `D` and `ΓN` do not both vanish. -/
def green (U e n Γ w : ℝ) : ℂ :=
  (num U e n w : ℂ) /
    ((poles U e w : ℂ) + Complex.I * ((Γ / 2 : ℝ) : ℂ) * (num U e n w : ℂ))

/-- The dimensionless spectral function `T(w) = -(Γ/2) Im G(w)`. -/
def transmission (U e n Γ w : ℝ) : ℝ := -(Γ / 2) * (green U e n Γ w).im

/-- Away from the two atomic poles, the Hubbard-I Green function solves the Dyson equation
`G = g + g Σ G` with the atomic function `g` and the wide-band self-energy `Σ = -iΓ/2`. -/
theorem green_dyson (U e n Γ w : ℝ) (h₁ : w ≠ e) (h₂ : w ≠ e + U) :
    green U e n Γ w = (atomicGreen U e n w : ℂ) +
      (atomicGreen U e n w : ℂ) * (-(Complex.I * ((Γ / 2 : ℝ) : ℂ))) * green U e n Γ w := by
  have hx : w - e ≠ 0 := sub_ne_zero.mpr h₁
  have hy : w - e - U ≠ 0 := fun h => h₂ (by linarith)
  have hD : poles U e w ≠ 0 := mul_ne_zero hx hy
  -- the two poles combine to g = N / D
  have hg : atomicGreen U e n w * poles U e w = num U e n w := by
    have e₁ : (1 - n) / (w - e) * (w - e) = 1 - n := div_mul_cancel₀ _ hx
    have e₂ : n / (w - e - U) * (w - e - U) = n := div_mul_cancel₀ _ hy
    unfold atomicGreen poles num
    linear_combination (w - e - U) * e₁ + (w - e) * e₂
  have hgc : (atomicGreen U e n w : ℂ) * (poles U e w : ℂ) = (num U e n w : ℂ) := by
    exact_mod_cast hg
  have hre : ∀ a b c : ℝ, ((b : ℂ) + Complex.I * (c : ℂ) * (a : ℂ)).re = b := by
    intro a b c
    simp
  have hZ : (poles U e w : ℂ) + Complex.I * ((Γ / 2 : ℝ) : ℂ) * (num U e n w : ℂ) ≠ 0 := by
    intro h
    have h' := congrArg Complex.re h
    rw [hre, Complex.zero_re] at h'
    exact hD h'
  have hG : green U e n Γ w *
      ((poles U e w : ℂ) + Complex.I * ((Γ / 2 : ℝ) : ℂ) * (num U e n w : ℂ)) =
      (num U e n w : ℂ) := div_mul_cancel₀ _ hZ
  have hDc : (poles U e w : ℂ) ≠ 0 := Complex.ofReal_ne_zero.mpr hD
  apply mul_left_cancel₀ hDc
  linear_combination hG +
    (-1 + Complex.I * ((Γ / 2 : ℝ) : ℂ) * green U e n Γ w) * hgc

/-- For `U, Γ > 0` and `0 < n < 1`, the squared modulus `D² + (ΓN/2)²` of the denominator of
the Green function is positive at every real energy. -/
theorem denominator_pos {U n Γ : ℝ} (e w : ℝ) (hU : 0 < U) (hΓ : 0 < Γ)
    (hn : 0 < n) (hn1 : n < 1) :
    0 < poles U e w ^ 2 + (Γ / 2 * num U e n w) ^ 2 := by
  by_cases hN : num U e n w = 0
  · -- at the zero of N, the polynomial D is strictly negative
    have hD : poles U e w = -(U ^ 2 * (n * (1 - n))) := by
      unfold num at hN
      unfold poles
      linear_combination (w - e - U * n) * hN
    have hp : 0 < U ^ 2 * (n * (1 - n)) :=
      mul_pos (pow_pos hU 2) (mul_pos hn (sub_pos.mpr hn1))
    have hD0 : poles U e w ≠ 0 := by
      rw [hD]
      exact neg_ne_zero.mpr hp.ne'
    positivity
  · positivity

/-- The spectral function in real form: `T = (ΓN/2)² / (D² + (ΓN/2)²)`. -/
theorem transmission_eq (U e n Γ w : ℝ) :
    transmission U e n Γ w =
      (Γ / 2 * num U e n w) ^ 2 / (poles U e w ^ 2 + (Γ / 2 * num U e n w) ^ 2) := by
  have him : ∀ a b c : ℝ, ((a : ℂ) / ((b : ℂ) + Complex.I * (c : ℂ) * (a : ℂ))).im =
      -(c * a ^ 2) / (b ^ 2 + (c * a) ^ 2) := by
    intro a b c
    have h₁ : ((b : ℂ) + Complex.I * (c : ℂ) * (a : ℂ)).re = b := by simp
    have h₂ : ((b : ℂ) + Complex.I * (c : ℂ) * (a : ℂ)).im = c * a := by simp
    rw [Complex.div_im, Complex.normSq_apply, h₁, h₂, Complex.ofReal_re, Complex.ofReal_im]
    ring
  unfold transmission green
  rw [him]
  ring

/-- Coulomb-blockade peaks: for `U, Γ > 0` and `0 < n < 1`, `-(Γ/2) Im G` never exceeds one,
and it equals one exactly at `w = e` and `w = e + U`. -/
theorem coulomb_blockade_peaks {U n Γ : ℝ} (e : ℝ) (hU : 0 < U) (hΓ : 0 < Γ)
    (hn : 0 < n) (hn1 : n < 1) :
    (∀ w, transmission U e n Γ w ≤ 1) ∧
      ∀ w, transmission U e n Γ w = 1 ↔ w = e ∨ w = e + U := by
  refine ⟨fun w => ?_, fun w => ?_⟩
  · rw [transmission_eq, div_le_one (denominator_pos e w hU hΓ hn hn1)]
    linarith [sq_nonneg (poles U e w)]
  · rw [transmission_eq, div_eq_iff (denominator_pos e w hU hΓ hn hn1).ne']
    constructor
    · intro h
      have h2 : poles U e w ^ 2 = 0 := by linarith
      have hD : (w - e) * (w - e - U) = 0 := (pow_eq_zero_iff two_ne_zero).mp h2
      rcases mul_eq_zero.mp hD with h | h
      · left; linarith
      · right; linarith
    · intro h
      have hD : poles U e w = 0 := by
        unfold poles
        rcases h with h | h <;> rw [h] <;> ring
      rw [hD]
      ring

/-- For `U, Γ > 0` and `0 < n < 1`, the spectral function vanishes at exactly one energy,
`w = e + U(1-n)`. -/
theorem transmission_zero {U n Γ : ℝ} (e w : ℝ) (hU : 0 < U) (hΓ : 0 < Γ)
    (hn : 0 < n) (hn1 : n < 1) :
    transmission U e n Γ w = 0 ↔ w = e + U * (1 - n) := by
  rw [transmission_eq, div_eq_iff (denominator_pos e w hU hΓ hn hn1).ne', zero_mul]
  constructor
  · intro h
    rcases mul_eq_zero.mp ((pow_eq_zero_iff two_ne_zero).mp h) with h | h
    · linarith
    · unfold num at h
      linarith
  · intro h
    have hN : num U e n w = 0 := by
      unfold num
      rw [h]
      ring
    rw [hN]
    ring

/-- A monic quadratic `x² - sx + p` that is negative at `z` has one real root on each side
of `z`, with sum `s` and product `p`. -/
theorem roots_around {s p z : ℝ} (h : z ^ 2 - s * z + p < 0) :
    ∃ r₁ r₂ : ℝ, r₁ < z ∧ z < r₂ ∧ r₁ + r₂ = s ∧ r₁ * r₂ = p := by
  have h₁ : 2 * z - s < √(s ^ 2 - 4 * p) := Real.lt_sqrt_of_sq_lt (by nlinarith)
  have h₂ : s - 2 * z < √(s ^ 2 - 4 * p) := Real.lt_sqrt_of_sq_lt (by nlinarith)
  have hd : √(s ^ 2 - 4 * p) ^ 2 = s ^ 2 - 4 * p :=
    Real.sq_sqrt (by nlinarith [sq_nonneg (2 * z - s)])
  refine ⟨(s - √(s ^ 2 - 4 * p)) / 2, (s + √(s ^ 2 - 4 * p)) / 2,
    by linarith, by linarith, by ring, ?_⟩
  linear_combination (-1 / 4) * hd

/-- For `U, Γ > 0` and `0 < n < 1`, the spectral function exceeds one half exactly on two
intervals, one around `e` and one around `e + U`, separated by `e + U(1-n)`;
their widths add up to `Γ`. -/
theorem half_maximum_widths {U n Γ : ℝ} (e : ℝ) (hU : 0 < U) (hΓ : 0 < Γ)
    (hn : 0 < n) (hn1 : n < 1) :
    ∃ a₁ b₁ a₂ b₂ : ℝ, (a₁ < e ∧ e < b₁) ∧ (b₁ < e + U * (1 - n) ∧ e + U * (1 - n) < a₂) ∧
      (a₂ < e + U ∧ e + U < b₂) ∧ (b₁ - a₁) + (b₂ - a₂) = Γ ∧
      ∀ w, 1 / 2 < transmission U e n Γ w ↔ (a₁ < w ∧ w < b₁) ∨ (a₂ < w ∧ w < b₂) := by
  have hz : 0 < U * (1 - n) := mul_pos hU (sub_pos.mpr hn1)
  have hUn : 0 < U * n := mul_pos hU hn
  have hzn : 0 < U * (1 - n) * (U * n) := mul_pos hz hUn
  have hgz : 0 < Γ / 2 * (U * (1 - n)) := mul_pos (half_pos hΓ) hz
  have hgn : 0 < Γ / 2 * (U * n) := mul_pos (half_pos hΓ) hUn
  -- roots of D - ΓN/2 and of D + ΓN/2
  obtain ⟨r₁, r₂, hr₁, hr₂, hrs, hrp⟩ := roots_around
    (s := U + Γ / 2) (p := Γ / 2 * (U * (1 - n))) (z := U * (1 - n)) (by nlinarith)
  obtain ⟨q₁, q₂, hq₁, hq₂, hqs, hqp⟩ := roots_around
    (s := U - Γ / 2) (p := -(Γ / 2 * (U * (1 - n)))) (z := U * (1 - n)) (by nlinarith)
  have hr₁0 : 0 < r₁ := by
    by_contra h
    nlinarith [mul_nonneg (neg_nonneg.mpr (not_lt.mp h)) (hz.trans hr₂).le]
  have hq₁0 : q₁ < 0 := by
    by_contra h
    nlinarith [mul_nonneg (not_lt.mp h) (hz.trans hq₂).le]
  have hr₂U : U < r₂ := by
    have hv : (U - r₁) * (U - r₂) = -(Γ / 2 * (U * n)) := by
      linear_combination (-U) * hrs + hrp
    have hp : 0 < U - r₁ := by linarith
    by_contra h
    linarith [mul_nonneg hp.le (sub_nonneg.mpr (not_lt.mp h))]
  have hq₂U : q₂ < U := by
    have hv : (U - q₁) * (U - q₂) = Γ / 2 * (U * n) := by
      linear_combination (-U) * hqs + hqp
    have hp : 0 < U - q₁ := by linarith
    by_contra h
    linarith [mul_nonpos_of_nonneg_of_nonpos hp.le (sub_nonpos.mpr (not_lt.mp h))]
  refine ⟨e + q₁, e + r₁, e + q₂, e + r₂, ⟨by linarith, by linarith⟩,
    ⟨by linarith, by linarith⟩, ⟨by linarith, by linarith⟩, by linarith, fun w => ?_⟩
  -- T > 1/2 is a sign condition on a quartic with these four roots
  have hf : poles U e w ^ 2 - (Γ / 2 * num U e n w) ^ 2 =
      ((w - e - q₁) * (w - e - r₁)) * ((w - e - q₂) * (w - e - r₂)) := by
    have f₁ : poles U e w - Γ / 2 * num U e n w = (w - e - r₁) * (w - e - r₂) := by
      unfold poles num
      linear_combination (w - e) * hrs - hrp
    have f₂ : poles U e w + Γ / 2 * num U e n w = (w - e - q₁) * (w - e - q₂) := by
      unfold poles num
      linear_combination (w - e) * hqs - hqp
    calc _ = (poles U e w - Γ / 2 * num U e n w) * (poles U e w + Γ / 2 * num U e n w) := by ring
      _ = _ := by rw [f₁, f₂]; ring
  have between : ∀ a b x : ℝ, a < b → (x - a) * (x - b) < 0 → a < x ∧ x < b := by
    intro a b x hab h
    rcases mul_neg_iff.mp h with h | h
    · exact ⟨by linarith [h.1], by linarith [h.2]⟩
    · exact absurd hab (by linarith [h.1, h.2])
  rw [transmission_eq, lt_div_iff₀ (denominator_pos e w hU hΓ hn hn1)]
  constructor
  · intro h
    have hneg : ((w - e - q₁) * (w - e - r₁)) * ((w - e - q₂) * (w - e - r₂)) < 0 := by
      linarith
    rcases mul_neg_iff.mp hneg with h | h
    · have hb := between q₂ r₂ (w - e) (by linarith) h.2
      exact Or.inr ⟨by linarith [hb.1], by linarith [hb.2]⟩
    · have hb := between q₁ r₁ (w - e) (by linarith) h.1
      exact Or.inl ⟨by linarith [hb.1], by linarith [hb.2]⟩
  · intro h
    have hneg : ((w - e - q₁) * (w - e - r₁)) * ((w - e - q₂) * (w - e - r₂)) < 0 := by
      rcases h with ⟨h₁, h₂⟩ | ⟨h₁, h₂⟩
      · exact mul_neg_of_neg_of_pos
          (mul_neg_of_pos_of_neg (by linarith) (by linarith))
          (mul_pos_of_neg_of_neg (by linarith) (by linarith))
      · exact mul_neg_of_pos_of_neg
          (mul_pos (by linarith) (by linarith))
          (mul_neg_of_pos_of_neg (by linarith) (by linarith))
    linarith

end

end CoulombBlockadePeaks
```

```lean
#print axioms CoulombBlockadePeaks.green_dyson
#print axioms CoulombBlockadePeaks.coulomb_blockade_peaks
#print axioms CoulombBlockadePeaks.transmission_zero
#print axioms CoulombBlockadePeaks.half_maximum_widths
```

```
'CoulombBlockadePeaks.green_dyson' depends on axioms: [propext, Classical.choice, Quot.sound]
'CoulombBlockadePeaks.coulomb_blockade_peaks' depends on axioms: [propext, Classical.choice, Quot.sound]
'CoulombBlockadePeaks.transmission_zero' depends on axioms: [propext, Classical.choice, Quot.sound]
'CoulombBlockadePeaks.half_maximum_widths' depends on axioms: [propext, Classical.choice, Quot.sound]
```

## A level that costs an extra \(U\) to fill twice

An electron entering a small quantum dot needs the energy \(e\) if the level is empty, and \(e+U\) if an electron of opposite spin is already there. Tunnelling to the leads broadens both resonances. The question is where the maxima lie once this broadening is included, and how wide they are.

For the isolated level, the Green function at energy \(w\) weights the two cases by the probability of finding them:

\[
g(w)=\frac{1-n}{w-e}+\frac{n}{w-e-U}.
\]

This is `atomicGreen`. The lead enters through the self-energy \(\Sigma=-i\Gamma/2\). Its constancy is the wide-band assumption: the lead's density of states and the tunnelling amplitude are taken as independent of energy over a band that extends very far, and equally far, above and below the energies of interest. The lead then broadens the level without shifting it. Hubbard-I combines the two ingredients in the Dyson equation \(G=g+g\Sigma G\).

Over a common denominator, \(g=N/D\) with

\[
N=w-e-U(1-n),\qquad D=(w-e)(w-e-U),
\]

because \((1-n)(w-e-U)+n(w-e)=N\). Solving the Dyson equation gives

\[
G=\frac{g}{1+i\frac{\Gamma}{2}g}=\frac{N}{D+i\frac{\Gamma}{2}N}.
\]

The last form is the definition of `green`. For \(U,\Gamma>0\) and \(0<n<1\) it also makes sense at \(w=e\) and \(w=e+U\), where \(g\) diverges and \(G=-2i/\Gamma\). The theorem `green_dyson` confirms that this formula solves the Dyson equation at all other real energies.

In the code, `num` is \(N\) and `poles` is the polynomial \(D\), not a set of poles. The letter `e` is the level energy, not the electron charge. All energies are real numbers in one common unit, and \(G\) is the retarded function, with values in the complex numbers.

The function `transmission` is \(T(w)=-(\Gamma/2)\,\mathrm{Im}\,G(w)\), a dimensionless spectral function. The name fits a dot between two leads that contribute \(\Gamma/2\) each: the Meir–Wingreen formula then gives a current per spin proportional to the integral of \(T(w)\) times the difference of the two Fermi functions.

## What is established about the spectrum

For \(U,\Gamma>0\) and \(0<n<1\), three theorems describe \(T\) on the whole real energy axis.

- `coulomb_blockade_peaks`: \(T(w)\le 1\) for every \(w\), and \(T(w)=1\) exactly when \(w=e\) or \(w=e+U\).
- `transmission_zero`: \(T(w)=0\) exactly when \(w=e+U(1-n)\), a point between the peaks.
- `half_maximum_widths`: the energies with \(T(w)>1/2\) form two open intervals, one around each peak, separated by the zero. Their lengths add up to \(\Gamma\).

In a transport calculation with this single-level Hubbard-I model, the peak positions of \(T(w)\) therefore give \(e\) and \(U\) without correction, and the two widths at half height together give \(\Gamma\).

The occupation \(n\) is a given number here. In a self-consistent calculation it is computed from \(G\), and the theorems apply to the converged value if that lies strictly between 0 and 1. The condition \(n\neq 0\) is needed for the second peak: at \(n=0\) the factor \(w-e-U\) cancels from \(G\), and a single Lorentzian at \(e\) remains.

A real dot can have several levels and leads whose density of states is not flat. Even for a single level with a wide-band lead, the Hubbard-I Green function is an approximation to the exact interacting one. It leaves out the Kondo effect, which at low temperature can raise the conductance between the two peaks.

## Why the maxima do not move

Multiplying numerator and denominator of \(G\) by \(D-i(\Gamma/2)N\) gives

\[
\mathrm{Im}\,G=-\frac{\frac{\Gamma}{2}N^2}{D^2+\left(\frac{\Gamma}{2}N\right)^2},
\qquad
T=\frac{\left(\frac{\Gamma}{2}N\right)^2}{D^2+\left(\frac{\Gamma}{2}N\right)^2}.
\]

This is `transmission_eq`, where the auxiliary statement `him` computes the imaginary part of the quotient.

The denominator must not vanish. If \(N\neq0\), its second term is positive. If \(N=0\), then \(w-e=U(1-n)\) and \(w-e-U=-Un\), so \(D=-U^2n(1-n)<0\) and the first term is positive. The lemma `denominator_pos` makes the same case distinction.

The bound \(T\le1\) now says only that \(D^2\ge0\). Equality means \(D^2=0\), so one of the factors \(w-e\) and \(w-e-U\) is zero. In Lean, `div_le_one` and `div_eq_iff` clear the denominator, and `mul_eq_zero` separates the two factors. Similarly, \(T=0\) means \(N=0\), which is the proof of `transmission_zero`.

## Why the widths add up to \(\Gamma\)

Write \(x=w-e\) and \(c=\Gamma/2\). Then \(T>1/2\) is equivalent to \(D^2<c^2N^2\), that is, to

\[
(D-cN)(D+cN)<0.
\]

Both factors are monic quadratics in \(x\):

\[
\begin{aligned}
D-cN&=x^2-(U+c)x+cU(1-n),\\
D+cN&=x^2-(U-c)x-cU(1-n).
\end{aligned}
\]

At \(z=U(1-n)\), where \(N=0\), both equal \(-U^2n(1-n)<0\). Each therefore has one root on either side of \(z\). The lemma `roots_around` obtains such roots from the quadratic formula, together with their sum and product. Call them \(r_1<z<r_2\) for \(D-cN\) and \(q_1<z<q_2\) for \(D+cN\).

Their position relative to the peaks follows from signs:

- The product \(r_1r_2=cU(1-n)\) is positive and \(r_2>0\), so \(r_1>0\).
- The product \(q_1q_2=-cU(1-n)\) is negative and \(q_2>0\), so \(q_1<0\).
- At \(x=U\), \(D-cN=-cUn<0\), so \(U<r_2\).
- At \(x=U\), \(D+cN=cUn>0\), and \(U>z>q_1\), so \(q_2<U\).

Altogether,

\[
q_1<0<r_1<z<q_2<U<r_2.
\]

The product of the two quadratics is negative where one of them is negative and the other positive, which means \(q_1<x<r_1\) or \(q_2<x<r_2\). The total length is

\[
(r_1-q_1)+(r_2-q_2)=(U+c)-(U-c)=2c=\Gamma.
\]

The Lean proof establishes the same four inequalities as `hr₁0`, `hq₁0`, `hr₂U` and `hq₂U`. In `hf` it regroups the four linear factors by interval, pairing \(q_1\) with \(r_1\) and \(q_2\) with \(r_2\). The helper `between` then turns a negative product into membership of an interval, and adding \(e\) to each root gives the endpoints on the \(w\) axis.

## An instance with \(\Gamma>U\)

Take \(e=0\), \(U=4\), \(\Gamma=6\) and \(n=1/2\), so that \(c=3\) and \(z=2\). The two quadratics are

\[
x^2-7x+6=(x-1)(x-6),\qquad x^2-x-6=(x+2)(x-3).
\]

Hence \(T>1/2\) exactly on \((-2,1)\) and \((3,6)\), with lengths \(3+3=6=\Gamma\). As a check at the endpoint \(w=1\), \(D=-3\) and \(cN=-3\), so \(T=9/18=1/2\).

The maxima are at 0 and 4, although the broadening exceeds \(U\). The midpoints of the two intervals are at \(-0.5\) and \(4.5\), so taking midpoints for peak positions would give \(U=5\) instead of 4. The peaks are asymmetric, and it is their maxima that carry the parameters.

## Well-separated peaks

When \(U\) is much larger than \(\Gamma\) at fixed \(n\), the second term of \(g\) is negligible near \(w=e\), and the first is negligible near \(w=e+U\). Each peak then approaches a Lorentzian, with full width \((1-n)\Gamma\) at \(e\) and \(n\Gamma\) at \(e+U\). In this limit of the Hubbard-I model, the ratio of the widths gives the occupation, while their sum remains \(\Gamma\).
